# A LASSO fit minimising ‖Ax − b‖²/2 + l Σ|x_i| for data b = Az + e has ‖A(x − z)‖² ≤ 2 l Σ|z_i| when the noise e overlaps each column of A by at most l

## Coefficients, data and objective

Let A be a real matrix that turns coefficients into predicted data. Its columns are indexed by the finite type `n`, its rows by the finite type `m`. In a cluster expansion, for example, a row belongs to a training structure and a column to a cluster function.

```lean
import Mathlib

open Matrix

namespace LassoPrediction

noncomputable section

variable {m n : Type*} [Fintype m] [Fintype n]
```

The penalty is S(x) = Σ|x_i|, called `l1Norm`.

```lean
/-- The sum of the absolute values of the coefficients. -/
def l1Norm (x : n → ℝ) : ℝ := ∑ i, |x i|
```

The squared length ‖v‖² = v·v is `sqNorm`. It is a plain sum over the data, not an average.

```lean
/-- The squared Euclidean norm of a vector. -/
def sqNorm (v : m → ℝ) : ℝ := v ⬝ᵥ v
```

For data b and penalty strength l, the objective is

F(x) = ‖Ax − b‖²/2 + l S(x).

The factor 1/2 fixes the scale of l. Every coefficient is penalised. An unpenalised intercept can be eliminated first by subtracting the mean from b and from each column of A; the results then apply to the centred data and matrix.

```lean
/-- The LASSO objective: half the squared residual plus `l` times the sum of the
absolute values of the coefficients. -/
def lassoObjective (A : Matrix m n ℝ) (b : m → ℝ) (l : ℝ) (x : n → ℝ) : ℝ :=
  sqNorm (A *ᵥ x - b) / 2 + l * l1Norm x
```

A LASSO fit is a global minimiser of F. It need not be unique.

```lean
/-- A LASSO fit is a global minimiser of the LASSO objective. -/
def IsLassoFit (A : Matrix m n ℝ) (b : m → ℝ) (l : ℝ) (x : n → ℝ) : Prop :=
  ∀ y, lassoObjective A b l x ≤ lassoObjective A b l y
```

The examples below use a single coefficient, written as a vector of length one.

```lean
/-- The vector of length one with entry `c`. -/
def oneCoeff (c : ℝ) : Fin 1 → ℝ := fun _ => c
```

The data are split as b = Az + e. This restricts nothing by itself: for any reference vector z, e is whatever remains, including measurement noise and the error of a truncated basis. Write d = A(x − z) for the prediction error. The expansion needed throughout is

‖u + t v‖² = ‖u‖² + 2t u·v + t²‖v‖².

```lean
/-- The squared norm along a line is a quadratic polynomial in the step `t`. -/
theorem sqNorm_add_smul (u v : m → ℝ) (t : ℝ) :
    sqNorm (u + t • v) = sqNorm u + 2 * t * (u ⬝ᵥ v) + t ^ 2 * sqNorm v := by
  simp only [sqNorm, dotProduct_add, add_dotProduct, smul_dotProduct, dotProduct_smul,
    smul_eq_mul]
  rw [dotProduct_comm v u]
  ring
```

## Noise that overlaps each column by at most l

The hypothesis `he` says |(Aᵀe)_i| ≤ l for every i. Physically, no single column can imitate the noise strongly enough to outweigh the penalty. It is assumed here and not derived from a noise distribution. If there is at least one coefficient, it also forces l ≥ 0.

By hand, it enters when A is moved onto the noise:

e·d = Σ (Aᵀe)_i (x_i − z_i)
 ≤ Σ |(Aᵀe)_i| |x_i − z_i|
 ≤ l Σ (|x_i| + |z_i|)
 = l (S(x) + S(z)).

The proof of `noise_overlap_le` follows these lines. The equation `h` moves the matrix, `htri` is the triangle inequality, and the closing `calc` bounds each term of the sum.

```lean
/-- If every column of `A` overlaps with the noise `e` by at most `l`, the overlap of the noise with
the difference of the predictions of `x` and `z` is at most `l` times the sum of the penalties of
`x` and `z`. -/
theorem noise_overlap_le {A : Matrix m n ℝ} {e : m → ℝ} {l : ℝ}
    (he : ∀ i, |(Aᵀ *ᵥ e) i| ≤ l) (x z : n → ℝ) :
    e ⬝ᵥ (A *ᵥ (x - z)) ≤ l * (l1Norm x + l1Norm z) := by
  -- move the matrix onto the noise
  have h : e ⬝ᵥ (A *ᵥ (x - z)) = ∑ i, (Aᵀ *ᵥ e) i * (x i - z i) := by
    rw [Matrix.dotProduct_mulVec, ← Matrix.mulVec_transpose]
    rfl
  rw [h]
  simp only [l1Norm]
  rw [← Finset.sum_add_distrib, Finset.mul_sum]
  apply Finset.sum_le_sum
  intro i _
  have htri : |x i - z i| ≤ |x i| + |z i| :=
    abs_le.mpr ⟨by linarith [neg_abs_le (x i), le_abs_self (z i)],
      by linarith [le_abs_self (x i), neg_abs_le (z i)]⟩
  calc (Aᵀ *ᵥ e) i * (x i - z i) ≤ |(Aᵀ *ᵥ e) i * (x i - z i)| := le_abs_self _
    _ = |(Aᵀ *ᵥ e) i| * |x i - z i| := abs_mul _ _
    _ ≤ l * (|x i| + |z i|) :=
      mul_le_mul (he i) htri (abs_nonneg _) ((abs_nonneg _).trans (he i))
```

Without this hypothesis the bound fails already for one coefficient. Take A = 1, l = 1, z = 0 and e = 2. Then F(x) = (x − 2)²/2 + |x| has its minimum at x = 1. The squared prediction error is 1, while 2 l S(z) = 0.

## An objective at most δ above that of z

A vector x can be useful before it is an exact minimiser. Suppose only that F(x) ≤ F(z) + δ. The residuals are Ax − b = d − e and Az − b = −e, so

‖d − e‖²/2 + l S(x) ≤ ‖e‖²/2 + l S(z) + δ.

Expanding the square and cancelling ‖e‖²/2 gives

‖d‖²/2 ≤ e·d + l (S(z) − S(x)) + δ.

The noise estimate replaces e·d by l (S(x) + S(z)). The terms in S(x) cancel, and doubling yields

‖d‖² ≤ 4 l S(z) + 2δ.

In Lean, `h1` and `h2` write the two residuals as points on one line, −e + t d with t = 1 and t = 0, so that the same expansion serves both. The final `nlinarith` combines the comparison with the noise estimate.

```lean
/-- For data `A z + e` whose noise `e` overlaps with each column of `A` by at most `l`: if the
objective at `x` is at most that at `z` plus `δ`, the squared prediction error of `x` relative to
`z` is at most `4 l ∑ |z i| + 2 δ`. -/
theorem prediction_bound_of_objective_le {A : Matrix m n ℝ} {e : m → ℝ} {l δ : ℝ}
    {x z : n → ℝ} (he : ∀ i, |(Aᵀ *ᵥ e) i| ≤ l)
    (h : lassoObjective A (A *ᵥ z + e) l x ≤ lassoObjective A (A *ᵥ z + e) l z + δ) :
    sqNorm (A *ᵥ (x - z)) ≤ 4 * l * l1Norm z + 2 * δ := by
  have h1 : A *ᵥ x - (A *ᵥ z + e) = -e + (1 : ℝ) • (A *ᵥ (x - z)) := by
    rw [Matrix.mulVec_sub]
    module
  have h2 : A *ᵥ z - (A *ᵥ z + e) = -e + (0 : ℝ) • (A *ᵥ (x - z)) := by
    module
  unfold lassoObjective at h
  rw [h1, h2, sqNorm_add_smul, sqNorm_add_smul, neg_dotProduct] at h
  have hn := noise_overlap_le he x z
  nlinarith [h, hn]
```

If nothing is assumed about the objective, x is arbitrary and no such bound is possible: A = 1, e = 0, z = 0, x = 1 has error 1 for every l ≥ 0, while S(z) = 0.

## A global minimiser

The hypothesis `hx` says that x is a LASSO fit: F(x) ≤ F(y) for all y. Comparing with y = z alone gives the constant 4. Comparing with points close to x halves it.

Let r = b − Ax, w = A(z − x), and take the point x + t(z − x) with 0 < t ≤ 1. The penalty is convex along this segment:

S(x + t(z − x)) ≤ (1 − t) S(x) + t S(z).

This is the triangle inequality applied to each component.

```lean
/-- The penalty is convex along the segment from `x` to `z`. -/
theorem l1Norm_segment_le (x z : n → ℝ) {t : ℝ} (h0 : 0 ≤ t) (h1 : t ≤ 1) :
    l1Norm (x + t • (z - x)) ≤ (1 - t) * l1Norm x + t * l1Norm z := by
  simp only [l1Norm]
  rw [Finset.mul_sum, Finset.mul_sum, ← Finset.sum_add_distrib]
  apply Finset.sum_le_sum
  intro i _
  have h : (x + t • (z - x)) i = (1 - t) * x i + t * z i := by
    simp only [Pi.add_apply, Pi.smul_apply, Pi.sub_apply, smul_eq_mul]
    ring
  rw [h]
  calc |(1 - t) * x i + t * z i| ≤ |(1 - t) * x i| + |t * z i| := abs_add_le _ _
    _ = (1 - t) * |x i| + t * |z i| := by
      rw [abs_mul, abs_mul, abs_of_nonneg (sub_nonneg.mpr h1), abs_of_nonneg h0]
```

The residual at the new point is −r + t w. Since l ≥ 0, minimality gives

‖r‖²/2 + l S(x) ≤ ‖r‖²/2 − t r·w + t²‖w‖²/2 + l [(1 − t) S(x) + t S(z)].

Cancel, divide by t, and rearrange:

r·w − l (S(z) − S(x)) ≤ t‖w‖²/2.

Letting t → 0 leaves the variational inequality

r·w ≤ l (S(z) − S(x)).

In the proof, `key` is the inequality before the limit. Instead of taking a limit, Lean calls the left side c and ‖w‖²/2 k, supposes c > 0, and inserts t = c/(c + k). This gives c(c + k) ≤ ck, hence c² ≤ 0, a contradiction.

```lean
/-- Variational inequality: for `l ≥ 0` and a LASSO fit `x`, the overlap of the residual `b - A x`
with the change of prediction from `x` to any `z` is at most `l` times the change of the penalty
from `x` to `z`. -/
theorem fit_variational {A : Matrix m n ℝ} {b : m → ℝ} {l : ℝ} {x : n → ℝ}
    (hl : 0 ≤ l) (hx : IsLassoFit A b l x) (z : n → ℝ) :
    (b - A *ᵥ x) ⬝ᵥ (A *ᵥ (z - x)) ≤ l * (l1Norm z - l1Norm x) := by
  have hneg : (b - A *ᵥ x) ⬝ᵥ (A *ᵥ (z - x)) = -((A *ᵥ x - b) ⬝ᵥ (A *ᵥ (z - x))) := by
    rw [← neg_dotProduct, neg_sub]
  have hk : 0 ≤ sqNorm (A *ᵥ (z - x)) / 2 :=
    div_nonneg (Finset.sum_nonneg fun i _ => mul_self_nonneg _) (by norm_num)
  -- compare the fit with a point a fraction `t` of the way to `z`
  have key : ∀ t : ℝ, 0 < t → t ≤ 1 →
      (b - A *ᵥ x) ⬝ᵥ (A *ᵥ (z - x)) - l * (l1Norm z - l1Norm x)
        ≤ t * (sqNorm (A *ᵥ (z - x)) / 2) := by
    intro t ht ht1
    have h := hx (x + t • (z - x))
    have hline : A *ᵥ (x + t • (z - x)) - b = (A *ᵥ x - b) + t • (A *ᵥ (z - x)) := by
      rw [Matrix.mulVec_add, Matrix.mulVec_smul]
      abel
    unfold lassoObjective at h
    rw [hline, sqNorm_add_smul] at h
    have hseg := mul_le_mul_of_nonneg_left (l1Norm_segment_le x z ht.le ht1) hl
    rw [hneg]
    refine le_of_mul_le_mul_left ?_ ht
    nlinarith [h, hseg]
  -- a positive excess would contradict the comparison at small `t`
  generalize sqNorm (A *ᵥ (z - x)) / 2 = k at hk key
  rw [← sub_nonpos]
  generalize (b - A *ᵥ x) ⬝ᵥ (A *ᵥ (z - x)) - l * (l1Norm z - l1Norm x) = c at key ⊢
  by_contra hc
  have hc : 0 < c := not_le.mp hc
  have hck : 0 < c + k := by linarith
  have h := key (c / (c + k)) (div_pos hc hck) ((div_le_one hck).mpr (by linarith))
  rw [div_mul_eq_mul_div, le_div_iff₀ hck] at h
  nlinarith [mul_pos hc hc]
```

The condition l ≥ 0, named `hl`, is needed for this inequality. With A = 1, b = 0 and l = −1, the objective x²/2 − |x| has a minimiser at x = 1. For z = −1 the left side is 2 and the right side is 0.

Now insert b = Az + e. Then r = e − d and w = −d, so the variational inequality reads

‖d‖² − e·d ≤ l (S(z) − S(x)).

With the noise estimate, this becomes

‖d‖² ≤ l (S(x) + S(z)) + l (S(z) − S(x)) = 2 l S(z).

The gain over the previous argument is that ‖d‖² appears whole instead of halved.

In words, `lasso_prediction_bound` states: for every finite real matrix A, all vectors e and z, and every l satisfying the noise condition, each global minimiser x for the data Az + e obeys this bound. The weaker bound 4 l S(z) follows, since l S(z) ≥ 0. The proof treats the case of no coefficients separately, where both sides vanish; otherwise it obtains l ≥ 0 from `he`.

```lean
/-- LASSO prediction bound: for data `A z + e` whose noise overlaps with each column of `A` by
at most `l`, every LASSO fit has squared prediction error at most `2 l ∑ |z i|`. -/
theorem lasso_prediction_bound {A : Matrix m n ℝ} {e : m → ℝ} {l : ℝ} {x z : n → ℝ}
    (he : ∀ i, |(Aᵀ *ᵥ e) i| ≤ l) (hx : IsLassoFit A (A *ᵥ z + e) l x) :
    sqNorm (A *ᵥ (x - z)) ≤ 2 * l * l1Norm z := by
  rcases isEmpty_or_nonempty n with hn | hn
  · have h : x - z = 0 := Subsingleton.elim _ _
    simp [h, sqNorm, l1Norm]
  · have hl : 0 ≤ l := (abs_nonneg _).trans (he (Classical.arbitrary n))
    have hv := fit_variational hl hx z
    -- express the residual through the noise and the prediction error
    have h1 : A *ᵥ z + e - A *ᵥ x = e - A *ᵥ (x - z) := by
      rw [Matrix.mulVec_sub]
      abel
    have h2 : A *ᵥ (z - x) = -(A *ᵥ (x - z)) := by
      rw [← Matrix.mulVec_neg, neg_sub]
    rw [h1, h2, dotProduct_neg, sub_dotProduct] at hv
    have hnoise := noise_overlap_le he x z
    unfold sqNorm
    nlinarith [hv, hnoise]
```

No condition on the rank or conditioning of A appears. The price is that the bound concerns predictions at the rows of A, not coefficients or new data. If A = 0 and l > 0, the fit is x = 0 and the prediction error vanishes, however far z is from zero.

## One coefficient attains both constants

Let A = 1, e = −l and x = 0, with l > 0. For z = 2l the data are b = l, and

F(y) − F(0) = y²/2 + l(|y| − y) ≥ 0,

so zero is a minimiser. Its squared error is 4l² = 2 l S(z). The constant 2 therefore cannot be lowered in a bound for all such problems.

```lean
/-- The constant 2 is attained: for `l > 0` and `A = 1`, with one coefficient `z = 2 l` and noise
`-l`, the noise condition holds, the zero vector is a LASSO fit and its squared prediction error
equals `2 l ∑ |z i|`. -/
theorem lasso_prediction_bound_sharp {l : ℝ} (hl : 0 < l) :
    (∀ i, |((1 : Matrix (Fin 1) (Fin 1) ℝ)ᵀ *ᵥ oneCoeff (-l)) i| ≤ l) ∧
    IsLassoFit (1 : Matrix (Fin 1) (Fin 1) ℝ)
      ((1 : Matrix (Fin 1) (Fin 1) ℝ) *ᵥ oneCoeff (2 * l) + oneCoeff (-l)) l 0 ∧
    sqNorm ((1 : Matrix (Fin 1) (Fin 1) ℝ) *ᵥ (0 - oneCoeff (2 * l)))
      = 2 * l * l1Norm (oneCoeff (2 * l)) := by
  have h : |2 * l| = 2 * l := abs_of_pos (by linarith)
  refine ⟨fun i => ?_, fun y => ?_, ?_⟩
  · simp [oneCoeff, abs_of_pos hl]
  · simp only [lassoObjective, sqNorm, l1Norm, Matrix.one_mulVec, dotProduct,
      Fin.sum_univ_one, Pi.sub_apply, Pi.add_apply, Pi.zero_apply, abs_zero, oneCoeff]
    nlinarith [mul_le_mul_of_nonneg_left (le_abs_self (y 0)) hl.le, sq_nonneg (y 0)]
  · simp only [sqNorm, l1Norm, Matrix.one_mulVec, dotProduct, Fin.sum_univ_one,
      Pi.sub_apply, Pi.zero_apply, oneCoeff, h]
    ring
```

For z = 4l the data are b = 3l. Both F(0) and F(z) equal 9l²/2, and the squared error of x = 0 is 16l² = 4 l S(z). Here zero is not a minimiser, so the example attains the constant 4 under the weaker comparison with δ = 0.

```lean
/-- The constant 4 is attained at equal objective: for `l > 0` and `A = 1`, with one coefficient `z
= 4 l` and noise `-l`, the noise condition holds, and the zero vector has the same objective as `z`
and squared prediction error `4 l ∑ |z i|`. -/
theorem objective_le_bound_sharp {l : ℝ} (hl : 0 < l) :
    (∀ i, |((1 : Matrix (Fin 1) (Fin 1) ℝ)ᵀ *ᵥ oneCoeff (-l)) i| ≤ l) ∧
    lassoObjective (1 : Matrix (Fin 1) (Fin 1) ℝ)
      ((1 : Matrix (Fin 1) (Fin 1) ℝ) *ᵥ oneCoeff (4 * l) + oneCoeff (-l)) l 0
      = lassoObjective (1 : Matrix (Fin 1) (Fin 1) ℝ)
      ((1 : Matrix (Fin 1) (Fin 1) ℝ) *ᵥ oneCoeff (4 * l) + oneCoeff (-l)) l
        (oneCoeff (4 * l)) ∧
    sqNorm ((1 : Matrix (Fin 1) (Fin 1) ℝ) *ᵥ (0 - oneCoeff (4 * l)))
      = 4 * l * l1Norm (oneCoeff (4 * l)) := by
  have h : |4 * l| = 4 * l := abs_of_pos (by linarith)
  refine ⟨fun i => ?_, ?_, ?_⟩
  · simp [oneCoeff, abs_of_pos hl]
  · simp only [lassoObjective, sqNorm, l1Norm, Matrix.one_mulVec, dotProduct,
      Fin.sum_univ_one, Pi.sub_apply, Pi.add_apply, Pi.zero_apply, abs_zero, oneCoeff, h]
    ring
  · simp only [sqNorm, l1Norm, Matrix.one_mulVec, dotProduct, Fin.sum_univ_one,
      Pi.sub_apply, Pi.zero_apply, oneCoeff, h]
    ring

end

end LassoPrediction
```

```lean
#print axioms LassoPrediction.prediction_bound_of_objective_le
#print axioms LassoPrediction.lasso_prediction_bound
#print axioms LassoPrediction.lasso_prediction_bound_sharp
#print axioms LassoPrediction.objective_le_bound_sharp
```

```
'LassoPrediction.prediction_bound_of_objective_le' depends on axioms: [propext, Classical.choice, Quot.sound]
'LassoPrediction.lasso_prediction_bound' depends on axioms: [propext, Classical.choice, Quot.sound]
'LassoPrediction.lasso_prediction_bound_sharp' depends on axioms: [propext, Classical.choice, Quot.sound]
'LassoPrediction.objective_le_bound_sharp' depends on axioms: [propext, Classical.choice, Quot.sound]
```

## Penalty and stopping tolerance in a fitting code

For sparse linear fits of energies or forces from electronic-structure calculations, the result bounds the distance between the fitted predictions Ax and the reference predictions Az at the training data, provided the noise condition holds. When z stands for unknown underlying coefficients, e = b − Az is unknown too, so the condition cannot be checked directly, and a value of l chosen by cross-validation is not guaranteed to satisfy it.

Many codes minimise ‖Ax − b‖²/(2N) + α S(x) for N data points. Multiplying by N shows that l = Nα. The noise condition becomes |(Aᵀe)_i| ≤ Nα, and the bound on the mean squared prediction error ‖d‖²/N is 2α S(z).

An iterative solver may stop short of the exact minimum. If it reports a duality gap G for the objective F, then F(x) exceeds the minimum by at most G, and so exceeds F(z) by at most G. The bound with δ = G then applies to the returned vector: ‖d‖² ≤ 4 l S(z) + 2G. A gap reported for the objective divided by N must first be multiplied by N.
